# A unitary scattering matrix has the same transmission eigenvalues for incidence from the left and emission to the left

Let $L$ and $R$ be the finite sets of channels in the left and right leads of a scatterer. They may differ in size. Incoming amplitudes $a_L, a_R$ and outgoing amplitudes $b_L, b_R$ are normalised so that the squared modulus of each entry is the flux in its channel, and the scattering matrix $S$ relates them at one fixed energy:

$$
\begin{pmatrix} b_L \\ b_R \end{pmatrix}
= S \begin{pmatrix} a_L \\ a_R \end{pmatrix},
\qquad
S = \begin{pmatrix} r & t' \\ t & r' \end{pmatrix}.
$$

Thus $r$ and $r'$ are the reflection blocks, $t$ transmits from left to right, and $t'$ from right to left. A superscript $H$ denotes the conjugate transpose.

```lean
import Mathlib

open Matrix

namespace TransmissionEigenvalues
```

In Lean the channel sets are types `L` and `R`, and $S$ is a matrix indexed by their disjoint union `L ⊕ R`. A `Matrix R L ℂ` has rows in `R` and columns in `L`, so `t` takes left amplitudes to right amplitudes.

```lean
/-- The scattering matrix with reflection blocks `r`, `r'` and transmission blocks
`t` (left to right) and `t'` (right to left). -/
def scatteringMatrix {L R : Type*} (r : Matrix L L ℂ) (t' : Matrix L R ℂ)
    (t : Matrix R L ℂ) (r' : Matrix R R ℂ) : Matrix (L ⊕ R) (L ⊕ R) ℂ :=
  fromBlocks r t' t r'
```

The definition accepts any four blocks. The physics enters through the hypothesis `h`, which places $S$ in the unitary group. It stands for flux conservation: no absorption, no gain, and no leakage into channels that have been left out. Unitarity is assumed here and not derived from a Hamiltonian. Time-reversal symmetry, which for spinless particles would make $S$ symmetric in a suitable basis, is not required.

## Flux balance in the left lead

The left-left block of $S^H S = 1$ reads $r^H r + t^H t = 1$, so

$$ t^H t = 1 - r^H r . $$

For an incident wave $a_L$ this says that the transmitted flux $a_L^H t^H t\, a_L$ is the incident flux minus the reflected flux.

```lean
variable {L R : Type*} [Fintype L] [DecidableEq L] [Fintype R] [DecidableEq R]
variable {r : Matrix L L ℂ} {t' : Matrix L R ℂ} {t : Matrix R L ℂ} {r' : Matrix R R ℂ}

/-- For a unitary scattering matrix, flux incident from the left is either transmitted
or reflected: `tᴴ t = 1 - rᴴ r`. -/
theorem incident_flux (h : scatteringMatrix r t' t r' ∈ unitaryGroup (L ⊕ R) ℂ) :
    tᴴ * t = 1 - rᴴ * r := by
  have h1 := mem_unitaryGroup_iff'.mp h
  rw [scatteringMatrix, star_eq_conjTranspose, fromBlocks_conjTranspose,
    fromBlocks_multiply, ← fromBlocks_one, fromBlocks_inj] at h1
  exact eq_sub_of_add_eq' h1.1
```

The proof expands the block product, compares it with the identity written in blocks, and keeps the first of the four resulting equations.

The other order, $S S^H = 1$, has the left-left block $r r^H + t' t'^H = 1$, so

$$ t' t'^H = 1 - r r^H . $$

This matrix acts on the outgoing channels on the left and describes what the right lead emits into them.

```lean
/-- For a unitary scattering matrix, the left outgoing channels satisfy
`t' t'ᴴ = 1 - r rᴴ`. -/
theorem emitted_flux (h : scatteringMatrix r t' t r' ∈ unitaryGroup (L ⊕ R) ℂ) :
    t' * t'ᴴ = 1 - r * rᴴ := by
  have h1 := mem_unitaryGroup_iff.mp h
  rw [scatteringMatrix, star_eq_conjTranspose, fromBlocks_conjTranspose,
    fromBlocks_multiply, ← fromBlocks_one, fromBlocks_inj] at h1
  exact eq_sub_of_add_eq' h1.1
```

The two proofs differ only in which product of $S$ and its adjoint is set equal to the identity.

## Exchanging the factors under the characteristic polynomial

Both transmission matrices are now the identity minus a product of $r$ and $r^H$, in opposite orders. Write $\chi_M(z) = \det(z - M)$ for the characteristic polynomial and $n$ for the number of left channels. For any $n \times n$ matrix $M$,

$$
\chi_{1-M}(z) = \det\bigl(z - 1 + M\bigr)
= \det\bigl(-[(1 - z) - M]\bigr)
= (-1)^n \chi_M(1 - z).
$$

Since $\chi_{AB} = \chi_{BA}$ for square $A$ and $B$, it follows that

$$ \chi_{1-AB}(z) = (-1)^n \chi_{AB}(1-z) = (-1)^n \chi_{BA}(1-z) = \chi_{1-BA}(z). $$

```lean
/-- For square matrices `A` and `B` of the same size, `1 - A B` and `1 - B A` have the same
characteristic polynomial. -/
theorem charpoly_one_sub_mul_comm (A B : Matrix L L ℂ) :
    (1 - A * B).charpoly = (1 - B * A).charpoly := by
  -- replacing `M` by `1 - M` reflects the spectral parameter `z` to `1 - z`
  have key : ∀ (M : Matrix L L ℂ) (z : ℂ), (1 - M).charpoly.eval z =
      (-1) ^ Fintype.card L * M.charpoly.eval (1 - z) := by
    intro M z
    rw [eval_charpoly, eval_charpoly, ← det_neg]
    congr 1
    rw [map_sub, map_one]
    abel
  apply Polynomial.funext
  intro z
  rw [key, key, charpoly_mul_comm]
```

The auxiliary statement `key` is the reflection formula. `Polynomial.funext` turns equality at every complex $z$ into equality of polynomials, and `charpoly_mul_comm` supplies $\chi_{AB} = \chi_{BA}$.

## Equal spectra

Setting $A = r^H$ and $B = r$ gives

$$ \chi_{t^H t} = \chi_{1 - r^H r} = \chi_{1 - r r^H} = \chi_{t' t'^H}. $$

```lean
/-- For a unitary scattering matrix, `tᴴ t` (incidence from the left) and `t' t'ᴴ`
(emission to the left) have the same characteristic polynomial. -/
theorem transmission_charpoly_eq
    (h : scatteringMatrix r t' t r' ∈ unitaryGroup (L ⊕ R) ℂ) :
    (tᴴ * t).charpoly = (t' * t'ᴴ).charpoly := by
  rw [incident_flux h, emitted_flux h]
  exact charpoly_one_sub_mul_comm _ _
```

The proof is this chain: two substitutions from the flux balance, then the exchange of factors.

Both matrices are Hermitian, so their eigenvalues are real, and the characteristic polynomial fixes them with their multiplicities. Listed in the same order, they agree entry by entry.

```lean
/-- For a unitary scattering matrix, the ordered lists of transmission eigenvalues, repeated
according to multiplicity, agree for incidence from the left and emission to the left. -/
theorem transmission_eigenvalues_eq
    (h : scatteringMatrix r t' t r' ∈ unitaryGroup (L ⊕ R) ℂ) :
    (isHermitian_conjTranspose_mul_self t).eigenvalues =
      (isHermitian_mul_conjTranspose_self t').eigenvalues :=
  (IsHermitian.eigenvalues_eq_eigenvalues_iff _ _).mpr (transmission_charpoly_eq h)
```

Here `eigenvalues` is Mathlib's ordered family of real eigenvalues of a Hermitian matrix, repeated according to multiplicity. Its argument is the proof of Hermiticity. The family is indexed by `L`, but this index only labels positions in the ordering; it does not attach an eigenvalue to a physical channel.

In the Landauer picture of non-interacting, phase-coherent electrons with finitely many channels, the sum of these eigenvalues at the Fermi energy is the zero-temperature linear conductance in units of $e^2/h$, if the two spin states are counted as separate channels. Either matrix may therefore be used to compute it.

## Incidence from the right

A wave incident from the right is described by $t'^H t'$, which acts on $R$ and may have a different size. For rectangular factors, exchanging the order changes the characteristic polynomial only by powers of the variable $X$:

$$ X^{|R|}\, \chi_{t' t'^H} = X^{|L|}\, \chi_{t'^H t'} . $$

Replacing $\chi_{t' t'^H}$ by $\chi_{t^H t}$ gives the relation between the two directions of incidence.

```lean
/-- For a unitary scattering matrix, the characteristic polynomials for incidence from the left
and from the right agree up to powers of `X` set by the numbers of channels. -/
theorem left_right_incidence
    (h : scatteringMatrix r t' t r' ∈ unitaryGroup (L ⊕ R) ℂ) :
    Polynomial.X ^ Fintype.card R * (tᴴ * t).charpoly =
      Polynomial.X ^ Fintype.card L * (t'ᴴ * t').charpoly := by
  rw [transmission_charpoly_eq h]
  exact charpoly_mul_comm' t' t'ᴴ
```

The nonzero transmission eigenvalues thus agree with multiplicity. The larger lead has additional zero eigenvalues, as many as the difference in channel numbers.

## Reflected eigenchannels

The flux balance also relates the eigenvectors. From

$$ t' t'^H r = (1 - r r^H)\, r = r\,(1 - r^H r) = r\, t^H t $$

it follows that, if $t^H t\, v = \tau v$, then

$$ t' t'^H (r v) = r\, t^H t\, v = \tau\, (r v). $$

The squared norm of the reflected wave is

$$ (rv)^H (rv) = v^H r^H r\, v = v^H (1 - t^H t)\, v = (1 - \tau)\, v^H v . $$

```lean
/-- For a unitary scattering matrix, let `v` satisfy `tᴴ t v = τ v`. Its reflected wave `r v`
satisfies the same equation for `t' t'ᴴ`, and its squared norm is `1 - τ` times that of `v`. -/
theorem reflected_eigenchannel
    (h : scatteringMatrix r t' t r' ∈ unitaryGroup (L ⊕ R) ℂ)
    {v : L → ℂ} {τ : ℂ} (hv : (tᴴ * t) *ᵥ v = τ • v) :
    (t' * t'ᴴ) *ᵥ (r *ᵥ v) = τ • (r *ᵥ v) ∧
      star (r *ᵥ v) ⬝ᵥ (r *ᵥ v) = (1 - τ) * (star v ⬝ᵥ v) := by
  constructor
  · -- reflection intertwines the two transmission matrices
    have hr : t' * t'ᴴ * r = r * (tᴴ * t) := by
      rw [incident_flux h, emitted_flux h]
      noncomm_ring
    rw [mulVec_mulVec, hr, ← mulVec_mulVec, hv, mulVec_smul]
  · -- the reflected flux is the incident flux minus the transmitted flux
    have hr : rᴴ * r = 1 - tᴴ * t := by
      rw [incident_flux h]
      abel
    rw [star_mulVec, ← dotProduct_mulVec, mulVec_mulVec, hr, sub_mulVec, one_mulVec, hv,
      dotProduct_sub, dotProduct_smul, smul_eq_mul]
    ring
```

In Lean, `*ᵥ` applies a matrix to a vector and `star v ⬝ᵥ v` is $v^H v$. The two parts of the proof follow the two calculations, each starting from an identity called `hr`. The theorem does not require $v \neq 0$, and it speaks of a solution of the eigenvalue equation, not of an eigenvector, for good reason: at $\tau = 1$ nothing is reflected and $r v = 0$. For $v \neq 0$ and $\tau \neq 1$ the norm formula shows that $r v$ is a genuine eigenvector.

## The shot-noise trace

For non-interacting electrons at zero temperature, and a bias small enough for $S$ to be taken as constant in energy, the zero-frequency shot noise is proportional to $\mathrm{Tr}[T(1-T)]$, with $T$ the transmission matrix. The two choices of $T$ give

$$
t^H t\,(1 - t^H t) = (1 - r^H r)\, r^H r = r^H\,(r - r r^H r),
$$
$$
t' t'^H (1 - t' t'^H) = (1 - r r^H)\, r r^H = (r - r r^H r)\, r^H .
$$

The same two factors appear in opposite orders, so the traces are equal.

```lean
/-- For a unitary scattering matrix, the shot-noise trace `Tr[T (1 - T)]` is the same for
`T = tᴴ t` and `T = t' t'ᴴ`. -/
theorem shot_noise_eq
    (h : scatteringMatrix r t' t r' ∈ unitaryGroup (L ⊕ R) ℂ) :
    trace (tᴴ * t * (1 - tᴴ * t)) = trace (t' * t'ᴴ * (1 - t' * t'ᴴ)) := by
  rw [incident_flux h, emitted_flux h]
  -- both products are made of the same two factors in opposite order
  have h1 : (1 - rᴴ * r) * (1 - (1 - rᴴ * r)) = rᴴ * (r - r * rᴴ * r) := by
    noncomm_ring
  have h2 : (1 - r * rᴴ) * (1 - (1 - r * rᴴ)) = (r - r * rᴴ * r) * rᴴ := by
    noncomm_ring
  rw [h1, h2, trace_mul_comm]
```

The statements `h1` and `h2` are the two factorisations, and `trace_mul_comm` exchanges the factors. The theorem concerns the trace alone; the noise formula is the physical input that gives it meaning.

## A circulator with different transmission matrices

Equal spectra do not make the matrices equal. Take two left channels, numbered 0 and 1, and one right channel, with

$$
r = \begin{pmatrix} 0 & 1 \\ 0 & 0 \end{pmatrix},\quad
t' = \begin{pmatrix} 0 \\ 1 \end{pmatrix},\quad
t = \begin{pmatrix} 1 & 0 \end{pmatrix},\quad
r' = 0 .
$$

A wave entering in left channel 0 leaves on the right, one entering from the right leaves in left channel 1, and one entering in left channel 1 leaves in left channel 0. This $S$ permutes the three channels, so it is unitary. The transmission matrices are

$$
t^H t = \begin{pmatrix} 1 & 0 \\ 0 & 0 \end{pmatrix},
\qquad
t' t'^H = \begin{pmatrix} 0 & 0 \\ 0 & 1 \end{pmatrix}.
$$

Both have eigenvalues 1 and 0, but they assign perfect transmission to different channels.

```lean
/-- A circulator with two left channels and one right channel has a unitary scattering matrix,
yet `tᴴ t` and `t' t'ᴴ` are different matrices. -/
theorem circulator_witness :
    scatteringMatrix (!![0, 1; 0, 0] : Matrix (Fin 2) (Fin 2) ℂ)
        (!![0; 1] : Matrix (Fin 2) (Fin 1) ℂ) (!![1, 0] : Matrix (Fin 1) (Fin 2) ℂ)
        (0 : Matrix (Fin 1) (Fin 1) ℂ) ∈ unitaryGroup (Fin 2 ⊕ Fin 1) ℂ ∧
      (!![1, 0] : Matrix (Fin 1) (Fin 2) ℂ)ᴴ * (!![1, 0] : Matrix (Fin 1) (Fin 2) ℂ) ≠
        (!![0; 1] : Matrix (Fin 2) (Fin 1) ℂ) * (!![0; 1] : Matrix (Fin 2) (Fin 1) ℂ)ᴴ := by
  constructor
  · rw [mem_unitaryGroup_iff, scatteringMatrix, star_eq_conjTranspose,
      fromBlocks_conjTranspose, fromBlocks_multiply, ← fromBlocks_one, fromBlocks_inj]
    refine ⟨?_, ?_, ?_, ?_⟩ <;> ext i j <;>
      simp only [Matrix.add_apply, Matrix.mul_apply, Matrix.conjTranspose_apply] <;>
      fin_cases i <;> fin_cases j <;> simp [Fin.sum_univ_succ]
  · -- the first left channel is transmitted, but receives nothing from the right
    intro h
    have h00 := congrFun (congrFun h 0) 0
    simp [Matrix.mul_apply] at h00

end TransmissionEigenvalues
```

The first half of the proof checks $S S^H = 1$ block by block and entry by entry. The second compares the upper-left entries of the two transmission matrices, where equality would require $1 = 0$.

```lean
#print axioms TransmissionEigenvalues.transmission_eigenvalues_eq
#print axioms TransmissionEigenvalues.left_right_incidence
#print axioms TransmissionEigenvalues.reflected_eigenchannel
#print axioms TransmissionEigenvalues.shot_noise_eq
```

```
'TransmissionEigenvalues.transmission_eigenvalues_eq' depends on axioms: [propext, Classical.choice, Quot.sound]
'TransmissionEigenvalues.left_right_incidence' depends on axioms: [propext, Classical.choice, Quot.sound]
'TransmissionEigenvalues.reflected_eigenchannel' depends on axioms: [propext, Classical.choice, Quot.sound]
'TransmissionEigenvalues.shot_noise_eq' depends on axioms: [propext, Classical.choice, Quot.sound]
```
